# Commuting Fock and density matrices: the response equation, and (tr FP)′ = tr(F′P) for idempotent P

Let $F(t)$ and $P(t)$ be finite square matrices, real or complex, that are differentiable at $t_0$ and commute for all $t$ near $t_0$. If both are diagonal at $t_0$, with entries $e_p$ and $n_p$, then at $t_0$

$$(e_p-e_q)\,P'_{pq}=(n_p-n_q)\,F'_{pq}.$$

If $P$ is also idempotent near $t_0$, that is $P^2=P$, then at $t_0$

$$(\operatorname{tr}FP)'=\operatorname{tr}(F'P),$$

and this second formula needs no diagonality.

Here $F$ is a Fock matrix and $P$ a one-particle density matrix, both in a fixed orthonormal basis of spin orbitals, so that a filled orbital has occupation 1. The parameter $t$ may be a nuclear coordinate or a field strength. The $e_p$ are orbital energies and the $n_p$ occupations. Commutation is the SCF stationarity condition.

## Differentiating matrices entry by entry

```lean
import Mathlib

open Filter Topology

namespace DensityResponse

noncomputable section

variable {𝕜 ι : Type*} [RCLike 𝕜] [Fintype ι]
```

The symbol `𝕜` stands for the number field, and `RCLike 𝕜` lets it be the real or the complex numbers. The finite type `ι` labels the basis functions.

```lean
/-- The matrix `M'` is the derivative of `M(t)` at `t₀`, entry by entry, with respect to the
real parameter `t`. -/
def HasMatrixDerivAt (M : ℝ → Matrix ι ι 𝕜) (M' : Matrix ι ι 𝕜) (t₀ : ℝ) : Prop :=
  ∀ p q, HasDerivAt (fun t => M t p q) (M' p q) t₀
```

This definition says what a matrix derivative is: `HasMatrixDerivAt M M' t₀` means that every entry $M_{pq}(t)$ has derivative $M'_{pq}$ at $t_0$. The prime in `M'` is part of a name. `M'` is just another matrix, and it becomes the derivative of `M` only through this hypothesis.

```lean
/-- Product rule for matrices, with the order of the factors kept. -/
theorem HasMatrixDerivAt.mul {A B : ℝ → Matrix ι ι 𝕜} {A' B' : Matrix ι ι 𝕜} {t₀ : ℝ}
    (hA : HasMatrixDerivAt A A' t₀) (hB : HasMatrixDerivAt B B' t₀) :
    HasMatrixDerivAt (fun t => A t * B t) (A' * B t₀ + A t₀ * B') t₀ := by
  intro p q
  have h := HasDerivAt.fun_sum (u := Finset.univ)
    (fun k _ => (hA p k).fun_mul (hB k q))
  simpa only [Matrix.add_apply, Matrix.mul_apply, Finset.sum_add_distrib] using h
```

This is the product rule, $(AB)'=A'B+AB'$. By hand, one differentiates the finite sum $(AB)_{pq}=\sum_k A_{pk}B_{kq}$ term by term:

$$(AB)'_{pq}=\sum_k\left(A'_{pk}B_{kq}+A_{pk}B'_{kq}\right).$$

In the proof, `fun_mul` differentiates each product and `HasDerivAt.fun_sum` adds the terms. The last line recognises the two sums as matrix products.

```lean
omit [Fintype ι] in
/-- Two differentiable matrix functions that agree near `t₀` have the same derivative there. -/
theorem HasMatrixDerivAt.eq_of_eventually {A B : ℝ → Matrix ι ι 𝕜} {A' B' : Matrix ι ι 𝕜}
    {t₀ : ℝ} (hA : HasMatrixDerivAt A A' t₀) (hB : HasMatrixDerivAt B B' t₀)
    (h : ∀ᶠ t in 𝓝 t₀, A t = B t) : A' = B' := by
  ext p q
  exact (hA p q).unique ((hB p q).congr_of_eventuallyEq
    (h.mono fun t ht => congrArg (fun M : Matrix ι ι 𝕜 => M p q) ht))
```

The expression `∀ᶠ t in 𝓝 t₀` reads "for all $t$ in some neighbourhood of $t_0$". If $A(t)=B(t)$ there, then $A'=B'$, because each pair of entries is the same function near $t_0$ and a derivative is unique. This lemma is what permits differentiating both sides of an equation such as $FP=PF$.

## Variations that keep P idempotent

```lean
/-- If `P` is idempotent, `F` commutes with `P`, and `D` is a first-order change of `P` that
respects idempotency, then the trace of `F D` vanishes. -/
theorem trace_mul_variation_eq_zero {F P D : Matrix ι ι 𝕜} (hPP : P * P = P)
    (hFP : F * P = P * F) (hD : D * P + P * D = D) : Matrix.trace (F * D) = 0 := by
  -- the variation has no occupied-occupied block
  have hz : P * D * P = 0 := by
    have h := congrArg (fun M => P * M) hD
    simp only [mul_add, ← mul_assoc, hPP] at h
    simpa using h
  have h1 : Matrix.trace (F * D * P) = 0 := calc
    Matrix.trace (F * D * P) = Matrix.trace (F * D * P * P) := by
      rw [mul_assoc (F * D), hPP]
    _ = Matrix.trace (P * (F * D * P)) := Matrix.trace_mul_comm _ _
    _ = Matrix.trace (F * (P * D * P)) := by simp only [← mul_assoc, hFP]
    _ = 0 := by rw [hz, mul_zero, Matrix.trace_zero]
  have h2 : Matrix.trace (F * P * D) = Matrix.trace (F * D * P) := by
    rw [hFP, mul_assoc, Matrix.trace_mul_comm]
  calc Matrix.trace (F * D) = Matrix.trace (F * (D * P + P * D)) := by rw [hD]
    _ = Matrix.trace (F * D * P) + Matrix.trace (F * P * D) := by
      simp only [mul_add, Matrix.trace_add, ← mul_assoc]
    _ = 0 := by rw [h2, h1, add_zero]
```

No parameter appears here. The matrix $D$ is any first-order change of $P$ that respects idempotency, so it satisfies $DP+PD=D$, the derivative of $P^2=P$. The claim is $\operatorname{tr}(FD)=0$ whenever $P^2=P$ and $FP=PF$.

Multiply $DP+PD=D$ by $P$ from the left. Since $P^2=P$,

$$PDP+PD=PD,\qquad\text{so}\qquad PDP=0.$$

This is `hz`: the variation has no occupied-occupied block. Next, by idempotency, cyclicity of the trace and commutation,

$$\operatorname{tr}(FDP)=\operatorname{tr}(FDPP)=\operatorname{tr}(PFDP)=\operatorname{tr}(FPDP)=0,$$

which is `h1`. The other ordering has the same trace, as `h2` records:

$$\operatorname{tr}(FPD)=\operatorname{tr}(PFD)=\operatorname{tr}(FDP).$$

Adding the two gives

$$\operatorname{tr}(FD)=\operatorname{tr}(FDP)+\operatorname{tr}(FPD)=0.$$

Each `calc` block is such a chain of equalities, with the reason for each step after `:=`.

## Response of the density matrix

```lean
variable {F P : ℝ → Matrix ι ι 𝕜} {F' P' : Matrix ι ι 𝕜} {t₀ : ℝ}

/-- Response equation: if `F` and `P` are differentiable at `t₀`, commute near `t₀`, and are
diagonal at `t₀` with entries `e` and `n`, then
`(e_p - e_q) P'_pq = (n_p - n_q) F'_pq`. -/
theorem response_equation [DecidableEq ι] {e n : ι → 𝕜}
    (hF : HasMatrixDerivAt F F' t₀) (hP : HasMatrixDerivAt P P' t₀)
    (hFP : ∀ᶠ t in 𝓝 t₀, F t * P t = P t * F t)
    (hF0 : F t₀ = Matrix.diagonal e) (hP0 : P t₀ = Matrix.diagonal n) (p q : ι) :
    (e p - e q) * P' p q = (n p - n q) * F' p q := by
  -- differentiate the commutation relation and take its (p, q) entry
  have h := (hF.mul hP).eq_of_eventually (hP.mul hF) hFP
  rw [hF0, hP0] at h
  have hpq := congrArg (fun M : Matrix ι ι 𝕜 => M p q) h
  simp only [Matrix.add_apply, Matrix.mul_diagonal, Matrix.diagonal_mul] at hpq
  linear_combination hpq
```

The hypotheses `hF` and `hP` make `F'` and `P'` the derivatives at $t_0$, `hFP` is commutation near $t_0$, and `hF0` and `hP0` say that both matrices are diagonal at $t_0$. Neither Hermiticity nor idempotency is assumed, so fractional occupations are allowed.

Differentiating $FP=PF$ gives

$$F'P+FP'=P'F+PF'.$$

At $t_0$ the $(p,q)$ entry is

$$F'_{pq}n_q+e_pP'_{pq}=P'_{pq}e_q+n_pF'_{pq},$$

and rearranging yields the response equation. In Lean, `h` is the matrix equation and `hpq` its entry. The tactic `linear_combination` checks that the goal follows from `hpq` by algebra.

In an SCF calculation $F$ itself depends on $P$, so $F'$ is the total derivative and contains the response of the density. For a one-parameter perturbation in a finite fixed basis, the equation is therefore a relation that the coupled-perturbed solution satisfies; it does not by itself give $P'$ in closed form.

```lean
/-- If `P` is differentiable at `t₀`, idempotent near `t₀` and diagonal at `t₀`, its derivative
has no element between two orbitals of equal occupation. -/
theorem response_eq_zero_of_equal_occupation [DecidableEq ι] {n : ι → 𝕜}
    (hP : HasMatrixDerivAt P P' t₀) (hPP : ∀ᶠ t in 𝓝 t₀, P t * P t = P t)
    (hP0 : P t₀ = Matrix.diagonal n) {p q : ι} (hpq : n p = n q) : P' p q = 0 := by
  have h := (hP.mul hP).eq_of_eventually hP hPP
  have h0 : P t₀ * P t₀ = P t₀ := hPP.self_of_nhds
  rw [hP0] at h h0
  have h1 := congrArg (fun M : Matrix ι ι 𝕜 => M p q) h
  have h2 := congrArg (fun M : Matrix ι ι 𝕜 => M p p) h0
  simp only [Matrix.add_apply, Matrix.mul_diagonal, Matrix.diagonal_mul] at h1
  simp only [Matrix.diagonal_mul, Matrix.diagonal_apply_eq] at h2
  rw [← hpq] at h1
  -- 2n - 1 squares to one, so it can be cancelled
  linear_combination (2 * n p - 1) * h1 - 4 * P' p q * h2
```

If $n_p=n_q$ and $e_p=e_q$, the response equation reads $0=0$ and leaves $P'_{pq}$ open. Idempotency settles it without any reference to $F$. The $(p,q)$ entry of $P'P+PP'=P'$ is

$$P'_{pq}n_q+n_pP'_{pq}=P'_{pq},$$

and with $n_q=n_p$ this becomes $(2n_p-1)P'_{pq}=0$. Idempotency at $t_0$ gives $n_p^2=n_p$, hence

$$(2n_p-1)^2=4(n_p^2-n_p)+1=1.$$

Multiplying by $2n_p-1$ once more leaves $P'_{pq}=0$. The final `linear_combination` does the same, with `h1` as the entry equation and `h2` as $n_p^2=n_p$. The case $p=q$ is included, so the occupations do not change to first order.

```lean
/-- Under the hypotheses of the response equation, the element of `P'` between an empty orbital
`a` and an occupied orbital `i` of different energy is `F'_ai / (e_i - e_a)`. -/
theorem response_virtual_occupied [DecidableEq ι] {e n : ι → 𝕜}
    (hF : HasMatrixDerivAt F F' t₀) (hP : HasMatrixDerivAt P P' t₀)
    (hFP : ∀ᶠ t in 𝓝 t₀, F t * P t = P t * F t)
    (hF0 : F t₀ = Matrix.diagonal e) (hP0 : P t₀ = Matrix.diagonal n) {a i : ι}
    (ha : n a = 0) (hi : n i = 1) (hgap : e i ≠ e a) :
    P' a i = F' a i / (e i - e a) := by
  have h := response_equation hF hP hFP hF0 hP0 a i
  rw [ha, hi] at h
  rw [eq_div_iff (sub_ne_zero.mpr hgap)]
  linear_combination -h
```

For an empty orbital $a$ and an occupied orbital $i$, the response equation reads $(e_a-e_i)P'_{ai}=-F'_{ai}$. When the energies differ, division gives

$$P'_{ai}=\frac{F'_{ai}}{e_i-e_a}.$$

This is the familiar first-order expression with an orbital-energy denominator. The hypothesis `hgap` asks only that these two energies be different, not that the occupied one be lower.

## The derivative of tr(FP)

```lean
/-- If `F` and `P` are differentiable at `t₀`, and near `t₀` they commute and `P` is idempotent,
then the derivative of `trace (F P)` at `t₀` is `trace (F' P)`. -/
theorem hasDerivAt_trace_mul
    (hF : HasMatrixDerivAt F F' t₀) (hP : HasMatrixDerivAt P P' t₀)
    (hPP : ∀ᶠ t in 𝓝 t₀, P t * P t = P t)
    (hFP : ∀ᶠ t in 𝓝 t₀, F t * P t = P t * F t) :
    HasDerivAt (fun t => Matrix.trace (F t * P t)) (Matrix.trace (F' * P t₀)) t₀ := by
  have h : HasDerivAt (fun t => Matrix.trace (F t * P t))
      (Matrix.trace (F' * P t₀ + F t₀ * P')) t₀ :=
    HasDerivAt.fun_sum (u := Finset.univ) (fun p _ => (hF.mul hP) p p)
  -- the response of the density drops out
  have h0 : Matrix.trace (F t₀ * P') = 0 :=
    trace_mul_variation_eq_zero hPP.self_of_nhds hFP.self_of_nhds
      ((hP.mul hP).eq_of_eventually hP hPP)
  rwa [Matrix.trace_add, h0, add_zero] at h
```

The conclusion `HasDerivAt f f' t₀` says that the function `f` is differentiable at $t_0$ with derivative `f'`. The product rule gives

$$(\operatorname{tr}FP)'=\operatorname{tr}(F'P)+\operatorname{tr}(FP').$$

Differentiating $P^2=P$ shows that $P'$ satisfies the condition placed on $D$ above, so the last trace vanishes. These two steps are `h` and `h0`; `self_of_nhds` extracts from "near $t_0$" the statement at $t_0$ itself.

For non-interacting electrons whose one-particle Hamiltonian is $F$, $\operatorname{tr}(FP)$ is the electronic energy, and the formula is its Hellmann–Feynman derivative in a fixed finite basis; when $t$ is a nuclear coordinate, minus this derivative is the electronic part of the force, to which the nuclear repulsion adds its own. In Hartree–Fock theory $\operatorname{tr}(FP)$ is the sum of occupied orbital energies, which counts the electron repulsion twice, so the formula is not the Hartree–Fock force.

The smallest interesting case is a single orbital. Idempotency makes $P$ equal to 0 or 1, its derivative vanishes, and the derivative of $FP$ is 0 or $F'$. Commutation alone would not suffice even there: $F=1$ and $P=t$ commute, yet $(FP)'=1$ while $F'P=0$.

A model with atom-centred, non-orthogonal basis functions would carry an overlap matrix $S(t)$ and replace the two conditions by $FPS=SPF$ and $PSP=P$. The derivative of the trace would then acquire the additional term $-\operatorname{tr}(PFP\,S')$, the overlap contribution known from gradient formulas. The fixed orthonormal basis used here has $S'=0$.

```lean
/-- Under the hypotheses of `hasDerivAt_trace_mul`, if `P` is diagonal at `t₀` with entries `n`, the
derivative of `trace (F P)` is the sum of the diagonal elements `F'_pp` weighted by `n_p`. -/
theorem hasDerivAt_trace_mul_orbital [DecidableEq ι] {n : ι → 𝕜}
    (hF : HasMatrixDerivAt F F' t₀) (hP : HasMatrixDerivAt P P' t₀)
    (hPP : ∀ᶠ t in 𝓝 t₀, P t * P t = P t)
    (hFP : ∀ᶠ t in 𝓝 t₀, F t * P t = P t * F t) (hP0 : P t₀ = Matrix.diagonal n) :
    HasDerivAt (fun t => Matrix.trace (F t * P t)) (∑ p, F' p p * n p) t₀ := by
  refine (hasDerivAt_trace_mul hF hP hPP hFP).congr_deriv ?_
  simp only [hP0, Matrix.trace, Matrix.diag_apply, Matrix.mul_diagonal]
```

If $P$ is diagonal at $t_0$, the trace can be written out:

$$(\operatorname{tr}FP)'=\sum_pF'_{pp}\,n_p.$$

Only the diagonal elements of $F'$ for occupied orbitals contribute. The proof takes the previous theorem and rewrites the value of the derivative.

## A rotating two-level system

```lean
/-- Projector onto the orbital `(cos t, sin t)` of a two-level system. -/
def rotP (t : ℝ) : Matrix (Fin 2) (Fin 2) ℝ :=
  !![Real.cos t * Real.cos t, Real.cos t * Real.sin t;
     Real.cos t * Real.sin t, Real.sin t * Real.sin t]
```

This is the projector onto the normalised orbital $(\cos t,\sin t)$. The notation `!![a, b; c, d]` lists a matrix row by row, and `Fin 2` has the indices 0 and 1.

```lean
/-- Two-level Fock matrix `(t + 1) 1 - 2 P(t)`, with `P(t)` the rotating projector, written out
in its entries. -/
def rotF (t : ℝ) : Matrix (Fin 2) (Fin 2) ℝ :=
  !![t + (Real.sin t * Real.sin t - Real.cos t * Real.cos t), -2 * (Real.cos t * Real.sin t);
     -2 * (Real.cos t * Real.sin t), t + (Real.cos t * Real.cos t - Real.sin t * Real.sin t)]
```

The Fock matrix is $F(t)=(t+1)\mathbf 1-2P(t)$. Its eigenvectors rotate with the projector while both levels, $t-1$ and $t+1$, shift upwards.

```lean
/-- The rotating two-level pair `rotF`, `rotP` is differentiable at `0` with the derivatives shown,
idempotent and commuting for all `t`, and diagonal at `0`. -/
theorem rot_witness :
    HasMatrixDerivAt rotF !![1, -2; -2, 1] 0 ∧ HasMatrixDerivAt rotP !![0, 1; 1, 0] 0 ∧
    (∀ t, rotP t * rotP t = rotP t) ∧ (∀ t, rotF t * rotP t = rotP t * rotF t) ∧
    rotF 0 = Matrix.diagonal ![-1, 1] ∧ rotP 0 = Matrix.diagonal ![1, 0] := by
  have hc : HasDerivAt Real.cos 0 0 := (Real.hasDerivAt_cos 0).congr_deriv (by simp)
  have hs : HasDerivAt Real.sin 1 0 := (Real.hasDerivAt_sin 0).congr_deriv (by simp)
  have hcc : HasDerivAt (fun t => Real.cos t * Real.cos t) 0 0 :=
    (hc.fun_mul hc).congr_deriv (by simp)
  have hcs : HasDerivAt (fun t => Real.cos t * Real.sin t) 1 0 :=
    (hc.fun_mul hs).congr_deriv (by simp)
  have hss : HasDerivAt (fun t => Real.sin t * Real.sin t) 0 0 :=
    (hs.fun_mul hs).congr_deriv (by simp)
  have h00 : HasDerivAt
      (fun t : ℝ => t + (Real.sin t * Real.sin t - Real.cos t * Real.cos t)) 1 0 :=
    ((hasDerivAt_id' (0 : ℝ)).fun_add (hss.fun_sub hcc)).congr_deriv (by norm_num)
  have h11 : HasDerivAt
      (fun t : ℝ => t + (Real.cos t * Real.cos t - Real.sin t * Real.sin t)) 1 0 :=
    ((hasDerivAt_id' (0 : ℝ)).fun_add (hcc.fun_sub hss)).congr_deriv (by norm_num)
  have h01 : HasDerivAt (fun t : ℝ => -2 * (Real.cos t * Real.sin t)) (-2) 0 :=
    (hcs.const_mul (-2)).congr_deriv (by norm_num)
  -- the square of the unnormalised projector
  have key : ∀ c s : ℝ, !![c * c, c * s; c * s, s * s] * !![c * c, c * s; c * s, s * s]
      = (s ^ 2 + c ^ 2) • !![c * c, c * s; c * s, s * s] := by
    intro c s
    ext p q
    fin_cases p <;> fin_cases q <;> simp [Matrix.mul_apply, Fin.sum_univ_succ] <;> ring
  refine ⟨?_, ?_, ?_, ?_, ?_, ?_⟩
  · intro p q
    fin_cases p <;> fin_cases q
    · exact h00
    · exact h01
    · exact h01
    · exact h11
  · intro p q
    fin_cases p <;> fin_cases q
    · exact hcc
    · exact hcs
    · exact hcs
    · exact hss
  · intro t
    have h := key (Real.cos t) (Real.sin t)
    rw [Real.sin_sq_add_cos_sq, one_smul] at h
    exact h
  · intro t
    ext p q
    fin_cases p <;> fin_cases q <;>
      simp [rotF, rotP, Matrix.mul_apply, Fin.sum_univ_succ] <;> ring
  · ext p q
    fin_cases p <;> fin_cases q <;> simp [rotF]
  · ext p q
    fin_cases p <;> fin_cases q <;> simp [rotP]

end

end DensityResponse
```

The theorem confirms that this pair meets every hypothesis used above at $t_0=0$, with

$$e=(-1,1),\quad n=(1,0),\quad F'=\begin{pmatrix}1&-2\\-2&1\end{pmatrix},\quad P'=\begin{pmatrix}0&1\\1&0\end{pmatrix}.$$

The results therefore apply to an example in which both matrices really change. For $p=0$, $q=1$ the response equation reads $(-1-1)\cdot1=(1-0)\cdot(-2)$. The trace is $\operatorname{tr}(FP)=t-1$, with derivative 1, in agreement with $\sum_pF'_{pp}n_p=1$.

The first part of the proof differentiates the products of sines and cosines at 0. The statement `key` squares the matrix built from an arbitrary vector $(c,s)$ and finds $c^2+s^2$ times that matrix; for $c=\cos t$, $s=\sin t$ the factor is 1, which is idempotency. Commutation and the diagonal forms at 0 are checked entry by entry: `fin_cases` runs through the four index pairs, `simp` evaluates the entries, and `ring` finishes the algebra where any remains.

```lean
#print axioms DensityResponse.response_equation
#print axioms DensityResponse.response_eq_zero_of_equal_occupation
#print axioms DensityResponse.response_virtual_occupied
#print axioms DensityResponse.hasDerivAt_trace_mul_orbital
```

```
'DensityResponse.response_equation' depends on axioms: [propext, Classical.choice, Quot.sound]
'DensityResponse.response_eq_zero_of_equal_occupation' depends on axioms: [propext, Classical.choice, Quot.sound]
'DensityResponse.response_virtual_occupied' depends on axioms: [propext, Classical.choice, Quot.sound]
'DensityResponse.hasDerivAt_trace_mul_orbital' depends on axioms: [propext, Classical.choice, Quot.sound]
```
